# The mean Metropolis acceptance of a replica swap at equilibrium is the overlap of the joint Boltzmann law with its swapped copy

Two independent replicas of a system with finitely many configurations, at least one, are in equilibrium at inverse temperatures β₁ and β₂, and an exchange of their configurations is accepted with the Metropolis probability. `meanAcceptance_eq_overlap` states that the mean acceptance equals the sum, over all pairs of configurations, of the smaller of two normalised joint probabilities: that of the pair and that of the exchanged pair. The energy is any real function of the configuration, and β₁ and β₂ are any real numbers. The proof compares the two sums term by term: it writes the exchanged pair's probability as the original one times an exponential factor, then takes the original probability inside the minimum in the acceptance rule.

Lean 4 with Mathlib refuses this proof:

```lean
import Mathlib

open Finset

namespace ReplicaExchangeAcceptance

noncomputable section

/-- Overlap of two distributions: the total weight they have in common. -/
def overlap {ι : Type*} [Fintype ι] (P Q : ι → ℝ) : ℝ :=
  ∑ i, min (P i) (Q i)

variable {X : Type*} [Fintype X]

/-- Canonical partition function at inverse temperature `β`. -/
def Z (U : X → ℝ) (β : ℝ) : ℝ := ∑ x, Real.exp (-β * U x)

/-- Boltzmann probability of the configuration `x`. -/
def boltzmann (U : X → ℝ) (β : ℝ) (x : X) : ℝ := Real.exp (-β * U x) / Z U β

/-- Equilibrium law of two independent replicas at `β₁` and `β₂`. -/
def jointLaw (U : X → ℝ) (β₁ β₂ : ℝ) (s : X × X) : ℝ :=
  boltzmann U β₁ s.1 * boltzmann U β₂ s.2

/-- Metropolis probability of accepting the exchange of the two configurations. -/
def swapProb (U : X → ℝ) (β₁ β₂ : ℝ) (s : X × X) : ℝ :=
  min 1 (Real.exp ((β₁ - β₂) * (U s.1 - U s.2)))

/-- Mean swap acceptance at equilibrium. -/
def meanAcceptance (U : X → ℝ) (β₁ β₂ : ℝ) : ℝ :=
  ∑ s, jointLaw U β₁ β₂ s * swapProb U β₁ β₂ s

/-- The weight of the exchanged pair is the original weight times `exp ((β₁ - β₂)(U s.1 - U s.2))`.
-/
theorem jointLaw_swap (U : X → ℝ) (β₁ β₂ : ℝ) (s : X × X) :
    jointLaw U β₁ β₂ s.swap
      = jointLaw U β₁ β₂ s * Real.exp ((β₁ - β₂) * (U s.1 - U s.2)) := by
  have h : Real.exp (-β₁ * U s.2) * Real.exp (-β₂ * U s.1)
      = Real.exp (-β₁ * U s.1) * Real.exp (-β₂ * U s.2)
        * Real.exp ((β₁ - β₂) * (U s.1 - U s.2)) := by
    simp only [← Real.exp_add]
    congr 1
    ring
  simp only [jointLaw, boltzmann, Prod.fst_swap, Prod.snd_swap]
  rw [div_mul_div_comm, div_mul_div_comm, h]
  ring

variable [Nonempty X]

/-- Boltzmann probabilities are strictly positive and sum to one. -/
theorem boltzmann_pos_and_sum (U : X → ℝ) (β : ℝ) :
    (∀ x, 0 < boltzmann U β x) ∧ ∑ x, boltzmann U β x = 1 := by
  have hZ : 0 < Z U β := Finset.sum_pos (fun x _ => Real.exp_pos _) Finset.univ_nonempty
  refine ⟨fun x => div_pos (Real.exp_pos _) hZ, ?_⟩
  simp only [boltzmann]
  rw [← Finset.sum_div]
  exact div_self hZ.ne'

/-- The joint law of the two replicas is strictly positive and sums to one. -/
theorem jointLaw_pos_and_sum (U : X → ℝ) (β₁ β₂ : ℝ) :
    (∀ s, 0 < jointLaw U β₁ β₂ s) ∧ ∑ s, jointLaw U β₁ β₂ s = 1 := by
  refine ⟨fun s => mul_pos ((boltzmann_pos_and_sum U β₁).1 _)
    ((boltzmann_pos_and_sum U β₂).1 _), ?_⟩
  simp only [jointLaw]
  rw [Fintype.sum_prod_type, ← Finset.sum_mul_sum, (boltzmann_pos_and_sum U β₁).2,
    (boltzmann_pos_and_sum U β₂).2, one_mul]

/-- The mean swap acceptance is the overlap of the joint law with its swapped copy. -/
theorem meanAcceptance_eq_overlap (U : X → ℝ) (β₁ β₂ : ℝ) :
    meanAcceptance U β₁ β₂
      = overlap (jointLaw U β₁ β₂) (fun s => jointLaw U β₁ β₂ s.swap) := by
  refine Finset.sum_congr rfl fun s _ => ?_
  rw [jointLaw_swap, swapProb,
    mul_min_of_nonneg _ _ ((jointLaw_pos_and_sum U β₁ β₂).1 s).le, mul_one]

end

end ReplicaExchangeAcceptance
```

Compiling this gives:

```
Main.lean:73:6: error: Tactic `rewrite` failed: Did not find an occurrence of the pattern
  jointLaw ?U ?β₁ ?β₂ (Prod.swap ?s)
in the target expression
  jointLaw U β₁ β₂ s * swapProb U β₁ β₂ s = min (jointLaw U β₁ β₂ s) ((fun s => jointLaw U β₁ β₂ s.swap) s)

X : Type u_1
inst✝¹ : Fintype X
inst✝ : Nonempty X
U : X → ℝ
β₁ β₂ : ℝ
s : X × X
x✝ : s ∈ univ
⊢ jointLaw U β₁ β₂ s * swapProb U β₁ β₂ s = min (jointLaw U β₁ β₂ s) ((fun s => jointLaw U β₁ β₂ s.swap) s)
```

Diagnosis. The error says that `rw [jointLaw_swap]` found nothing of the form `jointLaw ?U ?β₁ ?β₂ (Prod.swap ?s)` in the goal. The goal seems to contain such a term, but only inside `(fun s => jointLaw U β₁ β₂ s.swap) s`, a function applied to `s` and not yet evaluated. There the `s` in `s.swap` is the function's own bound variable, and `rw` cannot rewrite a term that depends on a bound variable. Nor does it evaluate the application before it searches.

The added `change` restates the goal with the application evaluated, so that the second argument of `min` is plainly `jointLaw U β₁ β₂ s.swap`, with `s` now the fixed pair. Lean accepts this because the two forms are equal by definition. `jointLaw_swap` then finds its pattern, and the rest of the `rw` goes through unchanged.

Lean accepts the file once it reads:

```diff
@@ -71,4 +71,6 @@
       = overlap (jointLaw U β₁ β₂) (fun s => jointLaw U β₁ β₂ s.swap) := by
   refine Finset.sum_congr rfl fun s _ => ?_
+  change jointLaw U β₁ β₂ s * swapProb U β₁ β₂ s
+    = min (jointLaw U β₁ β₂ s) (jointLaw U β₁ β₂ s.swap)
   rw [jointLaw_swap, swapProb,
     mul_min_of_nonneg _ _ ((jointLaw_pos_and_sum U β₁ β₂).1 s).le, mul_one]
```
